# The bare interaction in a Gaussian quantum wire diverges logarithmically at long wavelength

Electrons confined to a thin wire move freely along it and are held in place across it. If the wire had no thickness, the Coulomb repulsion $e^2/|z|$ would have no Fourier transform along the wire, because the integral of $\cos(qz)/|z|$ diverges at small $z$. A finite width removes that divergence. What then remains as the wavenumber $q$ along the wire goes to zero?

Take every electron to have the same fixed transverse density $e^{-r^2/(2b^2)}/(2\pi b^2)$, where $r$ is the distance from the axis and $b>0$ the width. Its Fourier transform at transverse wavevector $\mathbf k$ is $e^{-b^2k^2/2}$, with $k=|\mathbf k|$. Two such densities interact with the square of this factor, so in units of $e^2$

$$V(q)=\int\frac{d^2k}{(2\pi)^2}\,\frac{4\pi}{k^2+q^2}\,e^{-b^2k^2}
=\int_0^\infty\frac{2k\,e^{-b^2k^2}}{k^2+q^2}\,dk
=\int_0^\infty\frac{e^{-b^2u}}{u+q^2}\,du ,$$

where the last step sets $u=k^2$. The Lean file takes this last integral as its definition of the interaction; the reduction from three dimensions is the calculation just given.

## The two integrals

```lean
import Mathlib

open MeasureTheory Set Filter Topology

namespace QuantumWireInteraction

noncomputable section
```

The first line loads the mathematical library Mathlib. The `open` line allows short names for integrals, intervals and limits.

```lean
/-- The dimensionless wire function `F(x) = ∫₀^∞ exp(-t)/(t+x) dt`, for `x > 0`. -/
def wireFn (x : ℝ) : ℝ := ∫ t in Ioi (0 : ℝ), Real.exp (-t) / (t + x)
```

This defines

$$F(x)=\int_0^\infty\frac{e^{-t}}{t+x}\,dt .$$

`Ioi (0 : ℝ)` is the open half-line $(0,\infty)$. The definition accepts any real $x$, but the theorems about $F$ assume $x>0$.

```lean
/-- Interaction at wavenumber `q ≠ 0` along a wire of Gaussian width `b ≠ 0`, in units of the
squared charge: the Coulomb interaction `4π/(k²+q²)` with form factor `exp(-b²k²)`, integrated over
the transverse wavevectors with measure `d²k/(2π)²`, and written in the variable `u = k²`. -/
def wireInteraction (b q : ℝ) : ℝ :=
  ∫ u in Ioi (0 : ℝ), Real.exp (-b ^ 2 * u) / (u + q ^ 2)
```

This is $V(q)$, with the width as an explicit argument: `wireInteraction b q`. Lean reads `-b ^ 2` as $-(b^2)$, so the exponential decays. Only squares of $b$ and $q$ enter, so the theorems ask for $b\neq0$ and $q\neq0$ and not for positive values.

## A logarithm and a convergence test

```lean
/-- For `x > 0`, `ln(1+1/x) = ln(x+1) - ln x`. -/
theorem log_one_add_one_div {x : ℝ} (hx : 0 < x) :
    Real.log (1 + 1 / x) = Real.log (x + 1) - Real.log x := by
  have hx1 : 0 < x + 1 := by linarith
  rw [← Real.log_div hx1.ne' hx.ne', add_div, div_self hx.ne']
```

The braces introduce a real number $x$, and `(hx : 0 < x)` is the hypothesis that it is positive, under the name `hx`. After the colon comes the claim, and after `:=` the proof. By hand, $1+1/x=(x+1)/x$, and the logarithm of a quotient is a difference of logarithms.

```lean
/-- The function `exp(-rt)/(t+c)` is integrable over `t > a` whenever `r > 0` and
`a + c > 0`. -/
theorem integrableOn_exp_div {r a c : ℝ} (hr : 0 < r) (h : 0 < a + c) :
    IntegrableOn (fun t : ℝ => Real.exp (-r * t) / (t + c)) (Ioi a) := by
  refine Integrable.mono' (Integrable.div_const (exp_neg_integrableOn_Ioi a hr) (a + c))
    (by fun_prop : Measurable fun t : ℝ =>
      Real.exp (-r * t) / (t + c)).aestronglyMeasurable ?_
  filter_upwards [ae_restrict_mem measurableSet_Ioi] with t ht
  have ht' : a < t := ht
  have hd : 0 < t + c := by linarith
  rw [Real.norm_of_nonneg (div_pos (Real.exp_pos _) hd).le]
  exact div_le_div_of_nonneg_left (Real.exp_pos _).le h (by linarith)
```

The claim is that $e^{-rt}/(t+c)$ is integrable over $t>a$ when $r>0$ and $a+c>0$. For $t>a$ the denominator exceeds $a+c$, so

$$0<\frac{e^{-rt}}{t+c}\le\frac{e^{-rt}}{a+c},$$

and the right-hand side has a finite integral. `Integrable.mono'` is this comparison test, and the last line supplies the inequality. With $r=1$, $a=0$, $c=x$ it shows that $F(x)$ converges for $x>0$.

## The exponential-integral form

```lean
/-- For `x > 0` the exponential integral `∫ₓ^∞ exp(-s)/s ds` converges, and `F(x)` is
`exp(x)` times it. -/
theorem wireFn_eq_exp_mul {x : ℝ} (hx : 0 < x) :
    IntegrableOn (fun s : ℝ => Real.exp (-s) / s) (Ioi x) ∧
      wireFn x = Real.exp x * ∫ s in Ioi x, Real.exp (-s) / s := by
  refine ⟨by simpa only [neg_mul, one_mul, add_zero] using
    integrableOn_exp_div (r := 1) (a := x) (c := 0) one_pos (by linarith), ?_⟩
  -- the shift s = t + x
  have hp : (fun t : ℝ => t + x) ⁻¹' Ioi x = Ioi 0 := by ext t; simp
  have h : ∫ t in Ioi (0 : ℝ), Real.exp (-(t + x)) / (t + x)
      = ∫ s in Ioi x, Real.exp (-s) / s := by
    rw [← hp]
    exact (measurePreserving_add_right volume x).setIntegral_preimage_emb
      (measurableEmbedding_addRight x) (fun s => Real.exp (-s) / s) (Ioi x)
  rw [← h, ← integral_const_mul, wireFn]
  refine setIntegral_congr_fun measurableSet_Ioi (fun t _ => ?_)
  have e : Real.exp (-t) = Real.exp x * Real.exp (-(t + x)) := by
    rw [← Real.exp_add]; congr 1; ring
  rw [e, mul_div_assoc]
```

The symbol `∧` means "and": for $x>0$ the integral on the right converges, and

$$F(x)=e^x\int_x^\infty\frac{e^{-s}}{s}\,ds .$$

Convergence is stated separately because Lean assigns the value zero to the integral of a non-integrable function, so an equation alone would not show it.

By hand, write $e^{-t}=e^x e^{-(t+x)}$, take $e^x$ out of the integral and put $s=t+x$. The half-line $t>0$ becomes $s>x$. In the proof, `hp` records how the half-lines correspond, `h` is the shift of variable, and `e` is the identity for the exponentials.

## A bound for every positive $x$

```lean
/-- For every `x > 0`, `F(x)` differs from `ln(1+1/x)` by at most `1`. -/
theorem abs_wireFn_sub_log_le_one {x : ℝ} (hx : 0 < x) :
    |wireFn x - Real.log (1 + 1 / x)| ≤ 1 := by
  have hF : IntegrableOn (fun t : ℝ => Real.exp (-t) / (t + x)) (Ioi 0) := by
    simpa only [neg_mul, one_mul] using
      integrableOn_exp_div (r := 1) (a := 0) (c := x) one_pos (by linarith)
  have hB := hF.mono_set (Ioi_subset_Ioi (zero_le_one : (0 : ℝ) ≤ 1))
  have hA : IntervalIntegrable (fun t : ℝ => Real.exp (-t) / (t + x)) volume 0 1 :=
    (intervalIntegrable_iff_integrableOn_Ioc_of_le zero_le_one).2
      (hF.mono_set Ioc_subset_Ioi_self)
  have hne : ∀ t ∈ uIcc (0 : ℝ) 1, t + x ≠ 0 := by
    intro t ht
    rw [uIcc_of_le zero_le_one] at ht
    have h : 0 < t + x := by linarith [ht.1]
    exact h.ne'
  have hc : IntervalIntegrable (fun t : ℝ => 1 / (t + x)) volume 0 1 :=
    (continuousOn_const.div (by fun_prop) hne).intervalIntegrable
  have hone : IntervalIntegrable (fun _ : ℝ => (1 : ℝ)) volume 0 1 :=
    continuous_const.intervalIntegrable 0 1
  have hval : ∫ t in (0 : ℝ)..1, 1 / (t + x) = Real.log (1 + 1 / x) := by
    rw [intervalIntegral.integral_eq_sub_of_hasDerivAt (f := fun t : ℝ => Real.log (t + x))
      (fun t ht => ((hasDerivAt_id' t).add_const x).log (hne t ht)) hc,
      log_one_add_one_div hx, add_comm x 1, zero_add]
  have hval' : ∫ t in (0 : ℝ)..1, (1 / (t + x) - 1) = Real.log (1 + 1 / x) - 1 := by
    rw [intervalIntegral.integral_sub hc hone, hval]
    simp
  -- on 0 < t < 1 use 1 - t ≤ exp(-t) ≤ 1
  have hup := intervalIntegral.integral_mono_on zero_le_one hA hc (fun t ht => by
    have hy : 0 < t + x := by linarith [ht.1]
    rw [div_le_iff₀ hy, one_div_mul_cancel hy.ne']
    exact Real.exp_le_one_iff.2 (by linarith [ht.1]))
  have hlow := intervalIntegral.integral_mono_on zero_le_one (hc.sub hone) hA (fun t ht => by
    have hy : 0 < t + x := by linarith [ht.1]
    change 1 / (t + x) - 1 ≤ Real.exp (-t) / (t + x)
    rw [le_div_iff₀ hy, sub_mul, one_div_mul_cancel hy.ne', one_mul]
    linarith [Real.add_one_le_exp (-t)])
  change ∫ t in (0 : ℝ)..1, (1 / (t + x) - 1) ≤ _ at hlow
  rw [hval] at hup
  rw [hval'] at hlow
  -- the tail t > 1 contributes between 0 and 1
  have hB0 : 0 ≤ ∫ t in Ioi (1 : ℝ), Real.exp (-t) / (t + x) :=
    setIntegral_nonneg measurableSet_Ioi (fun t ht =>
      (div_pos (Real.exp_pos _) (by linarith [mem_Ioi.1 ht])).le)
  have hexp : IntegrableOn (fun t : ℝ => Real.exp (-t)) (Ioi 1) := by
    simpa using exp_neg_integrableOn_Ioi 1 (one_pos : (0 : ℝ) < 1)
  have hB1 := setIntegral_mono_on hB hexp measurableSet_Ioi (fun t ht =>
    div_le_self (Real.exp_pos _).le (by linarith [mem_Ioi.1 ht]))
  rw [integral_exp_neg_Ioi] at hB1
  have he : Real.exp (-1) ≤ 1 := Real.exp_le_one_iff.2 (by norm_num)
  have hsplit : wireFn x = (∫ t in (0 : ℝ)..1, Real.exp (-t) / (t + x))
      + ∫ t in Ioi (1 : ℝ), Real.exp (-t) / (t + x) := by
    rw [wireFn, ← Ioc_union_Ioi_eq_Ioi (zero_le_one : (0 : ℝ) ≤ 1),
      setIntegral_union (Ioc_disjoint_Ioi le_rfl) measurableSet_Ioi
        (hF.mono_set Ioc_subset_Ioi_self) hB, intervalIntegral.integral_of_le zero_le_one]
  exact abs_le.2 ⟨by linarith, by linarith⟩
```

The theorem says $|F(x)-\ln(1+1/x)|\le1$ for all $x>0$. The argument splits the integral at $t=1$.

For $0\le t\le1$ we have $1-t\le e^{-t}\le1$. Dividing the upper inequality by $t+x$ gives $e^{-t}/(t+x)\le1/(t+x)$. For the lower one, $e^{-t}\ge1-t\ge1-(t+x)$, and division gives

$$\frac{1}{t+x}-1\le\frac{e^{-t}}{t+x}\le\frac1{t+x}.$$

Since

$$\int_0^1\frac{dt}{t+x}=\ln(1+x)-\ln x=\ln(1+1/x),$$

the part of $F(x)$ from $0$ to $1$ lies between $\ln(1+1/x)-1$ and $\ln(1+1/x)$.

For $t>1$ the denominator is larger than $1$, so the tail satisfies

$$0\le\int_1^\infty\frac{e^{-t}}{t+x}\,dt\le\int_1^\infty e^{-t}\,dt=e^{-1}\le1 .$$

Adding the two parts gives the bound.

The named facts in the proof follow the same order. `hval` evaluates the integral of $1/(t+x)$ from its antiderivative $\ln(t+x)$, and `hval'` subtracts $1$. `hup` and `hlow` are the integrated inequalities on $[0,1]$, `hB0` and `hB1` bound the tail, and `hsplit` is the division at $t=1$. The tactic `linarith`, which settles linear inequalities, combines them in the last line.

## The limit of small $x$

```lean
/-- The ratio `F(x)/ln(1/x)` tends to `1` as `x → 0+`. -/
theorem wireFn_div_log_tendsto :
    Tendsto (fun x : ℝ => wireFn x / Real.log (1 / x)) (𝓝[>] 0) (𝓝 1) := by
  have hL : Tendsto (fun x : ℝ => Real.log (1 / x)) (𝓝[>] 0) atTop := by
    simp only [one_div]
    exact Real.tendsto_log_atTop.comp tendsto_inv_nhdsGT_zero
  have hinv := hL.const_div_atTop 2
  have hlo := hinv.const_sub 1
  have hhi := hinv.const_add 1
  rw [sub_zero] at hlo
  rw [add_zero] at hhi
  -- for 0 < x < 1 the function F(x) is within 2 of ln(1/x)
  refine tendsto_of_tendsto_of_tendsto_of_le_of_le' hlo hhi ?_ ?_
  all_goals
    filter_upwards [Ioo_mem_nhdsGT (zero_lt_one : (0 : ℝ) < 1)] with x hx
    have hp : 0 < Real.log (1 / x) :=
      Real.log_pos (by rw [lt_div_iff₀ hx.1]; linarith [hx.2])
    have e : 2 / Real.log (1 / x) * Real.log (1 / x) = 2 := by
      rw [div_eq_mul_inv, mul_assoc, inv_mul_cancel₀ hp.ne', mul_one]
    have hb := abs_le.1 (abs_wireFn_sub_log_le_one hx.1)
    have h3 : Real.log (1 / x) = -Real.log x := by rw [one_div, Real.log_inv]
    rw [log_one_add_one_div hx.1] at hb
  · rw [le_div_iff₀ hp, sub_mul, one_mul, e]
    have h1 : Real.log x ≤ Real.log (x + 1) := Real.log_le_log hx.1 (by linarith)
    have h2 : 0 ≤ Real.log (x + 1) := Real.log_nonneg (by linarith [hx.1])
    linarith [hb.1]
  · rw [div_le_iff₀ hp, add_mul, one_mul, e]
    have h2 := Real.log_le_sub_one_of_pos (show 0 < x + 1 by linarith [hx.1])
    linarith [hb.2, hx.2]
```

`Tendsto` takes a function, the way its argument moves, and the place where its values go. Here `𝓝[>] 0` means $x\to0$ from above and `𝓝 1` means values approaching $1$:

$$\lim_{x\to0^+}\frac{F(x)}{\ln(1/x)}=1 .$$

Write $L=\ln(1/x)$ and take $0<x<1$, so that $L>0$. Then $\ln(1+1/x)=L+\ln(1+x)$, with $0\le\ln(1+x)\le x<1$. The previous theorem gives

$$L-2\le L-1\le F(x)\le L+1+\ln(1+x)\le L+2 ,$$

and division by $L$ gives

$$1-\frac2L\le\frac{F(x)}{L}\le1+\frac2L .$$

As $x\to0^+$, $L$ grows without limit and both outer expressions tend to $1$.

In the proof `hL` states that $L\to\infty$, and `hlo` and `hhi` are the limits of the outer expressions. The long name beginning `tendsto_of_tendsto` is the squeeze theorem. It leaves two inequalities to prove, which need hold only for $x$ close to zero. The lines under `all_goals` prepare both, and each dot then finishes one.

## From $F$ to the wire

```lean
/-- For `b, q ≠ 0` the integral defining the wire interaction converges, and its value
is `F(b²q²)`. -/
theorem wireInteraction_eq {b q : ℝ} (hb : b ≠ 0) (hq : q ≠ 0) :
    IntegrableOn (fun u : ℝ => Real.exp (-b ^ 2 * u) / (u + q ^ 2)) (Ioi 0) ∧
      wireInteraction b q = wireFn (b ^ 2 * q ^ 2) := by
  have hb2 : 0 < b ^ 2 := by positivity
  refine ⟨integrableOn_exp_div hb2 (by positivity), ?_⟩
  -- the substitution t = b²u
  have h := integral_comp_mul_left_Ioi
    (fun t : ℝ => Real.exp (-t) / (t + b ^ 2 * q ^ 2)) 0 hb2
  simp only [mul_zero, smul_eq_mul] at h
  rw [wireInteraction, wireFn]
  calc _ = ∫ u in Ioi (0 : ℝ),
        b ^ 2 * (Real.exp (-(b ^ 2 * u)) / (b ^ 2 * u + b ^ 2 * q ^ 2)) := by
        refine setIntegral_congr_fun measurableSet_Ioi (fun u hu => ?_)
        have hu' : 0 < u := hu
        have hd : u + q ^ 2 ≠ 0 := by positivity
        rw [← mul_add, neg_mul]
        field_simp
    _ = _ := by rw [integral_const_mul, h, mul_inv_cancel_left₀ hb2.ne']
```

For $b\neq0$ and $q\neq0$ the integral for the interaction converges, and $V(q)=F(b^2q^2)$. Width and wavenumber therefore enter only through the dimensionless product $b^2q^2$.

Convergence is the comparison test with $r=b^2$, $a=0$ and $c=q^2$. For the value, multiply numerator and denominator by $b^2$ and put $t=b^2u$, $dt=b^2\,du$:

$$\int_0^\infty\frac{e^{-b^2u}}{u+q^2}\,du
=\int_0^\infty\frac{b^2e^{-b^2u}}{b^2u+b^2q^2}\,du
=\int_0^\infty\frac{e^{-t}}{t+b^2q^2}\,dt .$$

The `calc` block has the same two equalities. The first rewrites the integrand, with `field_simp` clearing the denominators, and the second uses the change of variable stored in `h`.

```lean
/-- For a wire of width `b ≠ 0`, the ratio of the interaction to `ln(1/(b²q²))` tends to `1`
as `q → 0` through nonzero wavenumbers. -/
theorem wireInteraction_div_log_tendsto {b : ℝ} (hb : b ≠ 0) :
    Tendsto (fun q : ℝ => wireInteraction b q / Real.log (1 / (b ^ 2 * q ^ 2)))
      (𝓝[≠] 0) (𝓝 1) := by
  have hx : Tendsto (fun q : ℝ => b ^ 2 * q ^ 2) (𝓝[≠] 0) (𝓝[>] 0) := by
    refine tendsto_nhdsWithin_iff.2 ⟨(Continuous.tendsto' (by fun_prop) 0 0
      (by simp)).mono_left nhdsWithin_le_nhds, ?_⟩
    filter_upwards [self_mem_nhdsWithin] with q hq
    have hq' : q ≠ 0 := hq
    exact mem_Ioi.2 (by positivity)
  refine (wireFn_div_log_tendsto.comp hx).congr' ?_
  filter_upwards [self_mem_nhdsWithin] with q hq
  rw [Function.comp_apply, (wireInteraction_eq hb hq).2]

end

end QuantumWireInteraction
```

At fixed $b\neq0$,

$$\lim_{q\to0}\frac{V(q)}{\ln\!\big(1/(b^2q^2)\big)}=1 .$$

The symbol `𝓝[≠] 0` lets $q$ approach zero from either side without taking the value zero. As it does so, $x=b^2q^2$ tends to zero through positive values, which is the statement `hx`. Composing this with the limit for $F$, and replacing $F(b^2q^2)$ by $V(q)$, gives the result.

The leading behaviour of the interaction is thus $2\ln(1/|bq|)$, in units of $e^2$. The limit concerns a ratio, so it does not determine the constant that accompanies the logarithm. The bound $2/L$ used above guarantees that the ratio is within ten per cent of $1$ once $L\ge20$, that is, for $|bq|\le e^{-10}$; it is only an upper bound. The standard expansion of the exponential integral, not proved here, gives $V(q)=\ln\!\big(1/(b^2q^2)\big)-\gamma$ up to terms that vanish as $q\to0$, where $\gamma\approx0.577$ is Euler's constant. At $L=20$ the ratio is therefore about three per cent below $1$.

For simulations of a one-dimensional electron gas with this rigid Gaussian profile, the logarithm is the long-wavelength behaviour that a tabulated bare interaction should reproduce. The model has no screening, no excited transverse states and no response of the profile to the other electrons.

```lean
#print axioms QuantumWireInteraction.wireFn_eq_exp_mul
#print axioms QuantumWireInteraction.wireInteraction_div_log_tendsto
```

```
'QuantumWireInteraction.wireFn_eq_exp_mul' depends on axioms: [propext, Classical.choice, Quot.sound]
'QuantumWireInteraction.wireInteraction_div_log_tendsto' depends on axioms: [propext, Classical.choice, Quot.sound]
```
